# Least mass-weighted residual after removing a translation and an infinitesimal rotation, for centred masses with invertible inertia tensor

## Rotations kept to first order

To ask how much of a molecular displacement is rigid motion, one must first say which motions count as rigid. A finite rotation moves a point $a$ to $Ra$ with $R$ an orthogonal matrix of determinant $1$, and the fit over $R$ is a nonlinear problem. Here the rotation is kept to first order. A rotation by a small angle $\theta$ about the unit axis $n$ displaces $a$ by $w\times a$ with $w=\theta n$, up to terms of order $\theta^2$, and these terms are dropped. The vector $w$ then ranges over all of $\mathbb R^3$, with no smallness condition, and so does the translation $t$. The fit becomes linear least squares in six real parameters.

Take finitely many point masses $m_i>0$ at reference positions $a_i\in\mathbb R^3$, each given a displacement $u_i\in\mathbb R^3$. Removing the rigid field leaves $d_i=u_i-t-w\times a_i$, and its size is measured with mass weighting:
$$F(t,w)=\sum_i m_i\,|u_i-t-w\times a_i|^2 .$$
Four quantities built from the data appear in the answer:
$$M=\sum_i m_i,\qquad P=\sum_i m_iu_i,\qquad L=\sum_i m_i\,a_i\times u_i,\qquad I=\sum_i m_i\left(|a_i|^2\,\mathbb 1-a_ia_i^{T}\right).$$
$M$ is the total mass and $I$ the inertia tensor about the origin, with $\mathbb 1$ the $3\times3$ unit matrix. If the $u_i$ are read as the velocities of masses that are at the positions $a_i$ at that instant, $P$ and $L$ are the momentum and the angular momentum about the origin, and $t+w\times a_i$ is the exact velocity field of a rigid body.

## The minimum and where it lies

Two conditions are imposed besides positivity of the masses. The first, $\sum_i m_ia_i=0$, puts the origin at the centre of mass of the reference structure; it decouples translation from rotation. The second, $\det I\neq0$, says that every rotation axis through the origin moves some mass. Under these conditions
$$\min_{t,w}F(t,w)=F_{\min}=\sum_i m_i|u_i|^2-\frac{|P|^2}{M}-L^{T}I^{-1}L ,$$
and $F(t,w)=F_{\min}$ holds exactly when $t=t^*=P/M$ and $w=w^*=I^{-1}L$.

For a non-linear molecule of finitely many point nuclei, with rotations treated to first order, subtracting $t^*+w^*\times a_i$ removes overall translation and rotation, in the mass-weighted sense, from a Cartesian displacement such as a geometry step or an approximate normal mode. For the velocities in a simulation of an isolated cluster of classical point masses, with $a_i$ the instantaneous positions relative to the centre of mass and not all on one line, $F_{\min}/2$ is the kinetic energy that remains once the centre-of-mass and rigid rotational parts are subtracted.

## Completing the square

Step 1, the overlap of two rotational fields. For vectors $v,w,a$ the identity $(v\times a)\cdot(w\times a)=(v\cdot w)|a|^2-(v\cdot a)(a\cdot w)$ has right side $v^{T}(|a|^2\mathbb 1-aa^{T})w$. Multiplying by $m_i$ and summing gives
$$v^{T}Iw=\sum_i m_i\,(v\times a_i)\cdot(w\times a_i).$$
The right side is symmetric in $v$ and $w$, so $v^TIw=w^TIv$.

Step 2, the expansion. For one mass,
$$|u-t-w\times a|^2=|u|^2-2\,t\cdot u+|t|^2-2\,u\cdot(w\times a)+|w\times a|^2+2\,t\cdot(w\times a).$$
The triple product is cyclic, $u\cdot(w\times a)=w\cdot(a\times u)$. Summing with the masses and using step 1 with $v=w$,
$$F=\sum_i m_i|u_i|^2-2\,t\cdot P+M|t|^2-2\,w\cdot L+w^{T}Iw+2\,t\cdot\Big(w\times\sum_i m_ia_i\Big).$$

Step 3, the two squares. With the centre of mass at the origin the last term vanishes. For the translation, $t^*=P/M$ gives
$$M|t-t^*|^2=M|t|^2-2\,t\cdot P+\frac{|P|^2}{M}.$$
For the rotation, $Iw^*=L$, and by symmetry $w^{*T}Iw=w^TIw^*=w\cdot L$, so
$$(w-w^*)^{T}I(w-w^*)=w^{T}Iw-2\,w\cdot L+w^*\cdot L,\qquad w^*\cdot L=L^{T}I^{-1}L .$$
Substituting both into step 2 and rewriting the rotational square by step 1,
$$F(t,w)=F_{\min}+M|t-t^*|^2+\sum_i m_i\,|(w-w^*)\times a_i|^2 .$$

Step 4, the bound. With positive masses both added terms are nonnegative, so $F\ge F_{\min}$, and both vanish at $(t^*,w^*)$.

Step 5, uniqueness. If $F(t,w)=F_{\min}$, both added terms are zero. Since $M>0$, $t=t^*$. Put $\delta=w-w^*$. Every term of the sum is zero and $m_i>0$, so $\delta\times a_i=0$ for all $i$. Put $y=I\delta$; step 1 gives $|y|^2=y^{T}I\delta=\sum_i m_i(y\times a_i)\cdot(\delta\times a_i)=0$. Hence $I\delta=0$, and multiplying by $I^{-1}$ gives $\delta=0$.

## Three atoms, and why not fewer

Step 1 with $v=w$ reads $w^TIw=\sum_i m_i|w\times a_i|^2$, which for $w\neq0$ vanishes only if every $a_i$ lies along $w$. So $I$ is singular precisely when all positions lie on one line through the origin. One centred mass sits at the origin, and two centred masses lie on such a line, so three non-collinear masses are the fewest to which the result applies.

Take $m_0=m_1=1$, $m_2=2$ at $a_0=(1,1,0)$, $a_1=(-1,1,0)$, $a_2=(0,-1,0)$. The centre of mass is at the origin, $M=4$ and $I=\operatorname{diag}(4,2,6)$. Displace the atoms out of their plane, $u_i=(0,0,h_i)$ with arbitrary heights $h_i$. Then $P=(0,0,h_0+h_1+2h_2)$ and $L=(h_0+h_1-2h_2,\;h_1-h_0,\;0)$, and
$$F_{\min}=h_0^2+h_1^2+2h_2^2-\tfrac14(h_0+h_1+2h_2)^2-\tfrac14(h_0+h_1-2h_2)^2-\tfrac12(h_1-h_0)^2=0 .$$
Every out-of-plane displacement of this triangle is, to first order, one translation and two tilts, in agreement with a bent triatomic molecule having only in-plane vibrations. The collinearity criterion and this example are ordinary algebra set beside the Lean file, which states neither.

## The objects and hypotheses in Lean

The atoms are labelled by a finite type `ι`, and `m : ι → ℝ` holds the masses. A vector is a function `Fin 3 → ℝ`, with components $0,1,2$ for $x,y,z$. The symbols `⬝ᵥ`, `⨯₃` and `*ᵥ` are the dot product, the cross product and the matrix–vector product, and `vecMulVec (a i) (a i)` is $a_ia_i^T$. Squared lengths are always written as a dot product of a vector with itself, because Mathlib's norm on `Fin 3 → ℝ` is the maximum norm and not the Euclidean one.

The definitions `totalMass`, `inertia`, `momentum` and `angMomentum` are $M$, $I$, $P$ and $L$; `leftover` is $d_i$, `residual` is $F$, `minResidual` is $F_{\min}$, and `optTranslation` and `optRotation` are $t^*$ and $w^*$. The order of the cross products is fixed as $w\times a_i$ in the rigid field and $a_i\times u_i$ in $L$; with this pairing $w^*=+I^{-1}L$.

The hypotheses are `hm : ∀ i, 0 < m i`, `hc : ∑ i, m i • a i = 0` and `hI : IsUnit (inertia m a).det`, which over the reals means $\det I\ne0$. Invertibility is assumed and not derived from the geometry. With `[Nonempty ι]` there is at least one atom, which with `hm` gives $M>0$.

The theorem `residual_isLeast` concludes `IsLeast {r | ∃ t w, r = residual m a u t w} (minResidual m a u)`: the number $F_{\min}$ belongs to the set of values of $F$ and is a lower bound of that set. The theorem `residual_eq_min_iff` says that $F(t,w)=F_{\min}$ is equivalent to $t=t^*$ and $w=w^*$. The theorem `octahedron_witness` exhibits a configuration that meets `hm`, `hc` and `hI`: six unit masses at plus and minus the three coordinate unit vectors.

The statements concern the linear field $t+w\times a_i$ only. They give no estimate of the error relative to a finite rotation, they exclude atoms and linear molecules through `hI`, and they require the reference structure to be centred beforehand. The minimiser is characterised by its formula; conditions on the momentum and angular momentum of the leftover $d_i$, of the Eckart type, do not appear among the theorems.

## The Lean file

```lean
import Mathlib

open Matrix

namespace InfinitesimalSuperposition

noncomputable section

variable {ι : Type*} [Fintype ι]

/-- Total mass `M = ∑ mᵢ`. -/
def totalMass (m : ι → ℝ) : ℝ := ∑ i, m i

/-- Inertia tensor `I = ∑ mᵢ (|aᵢ|² 1 - aᵢ aᵢᵀ)` of masses `mᵢ` at positions `aᵢ`. -/
def inertia (m : ι → ℝ) (a : ι → Fin 3 → ℝ) : Matrix (Fin 3) (Fin 3) ℝ :=
  ∑ i, m i • ((a i ⬝ᵥ a i) • (1 : Matrix (Fin 3) (Fin 3) ℝ) - vecMulVec (a i) (a i))

/-- Mass-weighted sum `P = ∑ mᵢ uᵢ` of the displacements. -/
def momentum (m : ι → ℝ) (u : ι → Fin 3 → ℝ) : Fin 3 → ℝ := ∑ i, m i • u i

/-- Mass-weighted moment `L = ∑ mᵢ aᵢ × uᵢ` of the displacements. -/
def angMomentum (m : ι → ℝ) (a u : ι → Fin 3 → ℝ) : Fin 3 → ℝ := ∑ i, m i • (a i ⨯₃ u i)

/-- Displacement `uᵢ - t - w × aᵢ` left after removing a translation `t` and an
infinitesimal rotation `w`. -/
def leftover (a u : ι → Fin 3 → ℝ) (t w : Fin 3 → ℝ) (i : ι) : Fin 3 → ℝ :=
  u i - t - w ⨯₃ a i

/-- Mass-weighted squared residual `∑ mᵢ |uᵢ - t - w × aᵢ|²`. -/
def residual (m : ι → ℝ) (a u : ι → Fin 3 → ℝ) (t w : Fin 3 → ℝ) : ℝ :=
  ∑ i, m i * (leftover a u t w i ⬝ᵥ leftover a u t w i)

/-- The quantity `∑ mᵢ |uᵢ|² - |P|²/M - Lᵀ I⁻¹ L`. -/
def minResidual (m : ι → ℝ) (a u : ι → Fin 3 → ℝ) : ℝ :=
  ∑ i, m i * (u i ⬝ᵥ u i) - (momentum m u ⬝ᵥ momentum m u) / totalMass m
    - angMomentum m a u ⬝ᵥ (inertia m a)⁻¹ *ᵥ angMomentum m a u

/-- The translation `t* = P/M`. -/
def optTranslation (m : ι → ℝ) (u : ι → Fin 3 → ℝ) : Fin 3 → ℝ :=
  (totalMass m)⁻¹ • momentum m u

/-- The infinitesimal rotation `w* = I⁻¹ L`. -/
def optRotation (m : ι → ℝ) (a u : ι → Fin 3 → ℝ) : Fin 3 → ℝ :=
  (inertia m a)⁻¹ *ᵥ angMomentum m a u

/-- The mass-weighted overlap of two rotational displacement fields is
`∑ mᵢ (v × aᵢ)·(w × aᵢ) = vᵀ I w`. -/
theorem rotation_overlap (m : ι → ℝ) (a : ι → Fin 3 → ℝ) (v w : Fin 3 → ℝ) :
    v ⬝ᵥ inertia m a *ᵥ w = ∑ i, m i * ((v ⨯₃ a i) ⬝ᵥ (w ⨯₃ a i)) := by
  rw [inertia, Matrix.sum_mulVec, dotProduct_sum]
  refine Finset.sum_congr rfl fun i _ => ?_
  simp [Matrix.mulVec, dotProduct, Fin.sum_univ_three, cross_apply, Matrix.one_apply,
    Matrix.vecMulVec_apply]
  ring

/-- The residual is the quadratic
`∑ m|u|² - 2 t·P + M|t|² - 2 w·L + wᵀ I w + 2 t·(w × ∑ m a)` in `t` and `w`. -/
theorem residual_expand (m : ι → ℝ) (a u : ι → Fin 3 → ℝ) (t w : Fin 3 → ℝ) :
    residual m a u t w = ∑ i, m i * (u i ⬝ᵥ u i) - 2 * (t ⬝ᵥ momentum m u)
      + totalMass m * (t ⬝ᵥ t) - 2 * (w ⬝ᵥ angMomentum m a u) + w ⬝ᵥ inertia m a *ᵥ w
      + 2 * (t ⬝ᵥ (w ⨯₃ ∑ i, m i • a i)) := by
  rw [rotation_overlap, residual, momentum, angMomentum, totalMass, map_sum, dotProduct_sum,
    dotProduct_sum, dotProduct_sum]
  simp only [Finset.mul_sum, Finset.sum_mul, ← Finset.sum_add_distrib, ← Finset.sum_sub_distrib]
  refine Finset.sum_congr rfl fun i _ => ?_
  simp [leftover, dotProduct, Fin.sum_univ_three, cross_apply]
  ring

/-- For nonzero total mass, centre of mass at the origin and invertible inertia tensor, the
residual equals `minResidual + M |t - t*|² + ∑ mᵢ |(w - w*) × aᵢ|²`. -/
theorem residual_complete_square (m : ι → ℝ) (a u : ι → Fin 3 → ℝ) (hM : totalMass m ≠ 0)
    (hc : ∑ i, m i • a i = 0) (hI : IsUnit (inertia m a).det) (t w : Fin 3 → ℝ) :
    residual m a u t w = minResidual m a u
      + totalMass m * ((t - optTranslation m u) ⬝ᵥ (t - optTranslation m u))
      + ∑ i, m i * (((w - optRotation m a u) ⨯₃ a i) ⬝ᵥ ((w - optRotation m a u) ⨯₃ a i)) := by
  have hL : inertia m a *ᵥ optRotation m a u = angMomentum m a u := by
    rw [optRotation, Matrix.mulVec_mulVec, Matrix.mul_nonsing_inv _ hI, Matrix.one_mulVec]
  -- symmetry of the overlap form moves `I` onto `w*`
  have hs : optRotation m a u ⬝ᵥ inertia m a *ᵥ w = w ⬝ᵥ angMomentum m a u := by
    rw [← hL, rotation_overlap, rotation_overlap]
    exact Finset.sum_congr rfl fun i _ => by rw [dotProduct_comm]
  have hq : angMomentum m a u ⬝ᵥ (inertia m a)⁻¹ *ᵥ angMomentum m a u
      = optRotation m a u ⬝ᵥ angMomentum m a u := dotProduct_comm _ _
  -- the translational square
  have ht : totalMass m * ((t - optTranslation m u) ⬝ᵥ (t - optTranslation m u))
      = totalMass m * (t ⬝ᵥ t) - 2 * (t ⬝ᵥ momentum m u)
        + (momentum m u ⬝ᵥ momentum m u) / totalMass m := by
    simp only [optTranslation, sub_dotProduct, dotProduct_sub, smul_dotProduct, dotProduct_smul,
      smul_eq_mul, dotProduct_comm (momentum m u) t]
    field_simp
    ring
  rw [← rotation_overlap, residual_expand, hc, map_zero, dotProduct_zero, ht, minResidual, hq,
    Matrix.mulVec_sub, hL, sub_dotProduct, dotProduct_sub, dotProduct_sub, hs]
  ring

/-- For positive masses with centre of mass at the origin and invertible inertia tensor, the
minimum over `t, w` of `∑ mᵢ |uᵢ - t - w × aᵢ|²` is `∑ mᵢ |uᵢ|² - |P|²/M - Lᵀ I⁻¹ L`. -/
theorem residual_isLeast [Nonempty ι] (m : ι → ℝ) (a u : ι → Fin 3 → ℝ) (hm : ∀ i, 0 < m i)
    (hc : ∑ i, m i • a i = 0) (hI : IsUnit (inertia m a).det) :
    IsLeast {r | ∃ t w, r = residual m a u t w} (minResidual m a u) := by
  have hM : 0 < totalMass m := Finset.sum_pos (fun i _ => hm i) Finset.univ_nonempty
  have hn : ∀ x : Fin 3 → ℝ, 0 ≤ x ⬝ᵥ x := fun x =>
    Finset.sum_nonneg fun j _ => mul_self_nonneg (x j)
  constructor
  · refine ⟨optTranslation m u, optRotation m a u, ?_⟩
    rw [residual_complete_square m a u hM.ne' hc hI, ← rotation_overlap]
    simp
  · rintro r ⟨t, w, rfl⟩
    rw [residual_complete_square m a u hM.ne' hc hI]
    have h1 := mul_nonneg hM.le (hn (t - optTranslation m u))
    have h2 := Finset.sum_nonneg (s := Finset.univ) fun i _ =>
      mul_nonneg (hm i).le (hn ((w - optRotation m a u) ⨯₃ a i))
    linarith

/-- Under the same conditions the minimum is attained exactly at `t = P/M`, `w = I⁻¹ L`. -/
theorem residual_eq_min_iff [Nonempty ι] (m : ι → ℝ) (a u : ι → Fin 3 → ℝ) (hm : ∀ i, 0 < m i)
    (hc : ∑ i, m i • a i = 0) (hI : IsUnit (inertia m a).det) (t w : Fin 3 → ℝ) :
    residual m a u t w = minResidual m a u ↔
      t = optTranslation m u ∧ w = optRotation m a u := by
  have hM : 0 < totalMass m := Finset.sum_pos (fun i _ => hm i) Finset.univ_nonempty
  have hn : ∀ x : Fin 3 → ℝ, 0 ≤ x ⬝ᵥ x := fun x =>
    Finset.sum_nonneg fun j _ => mul_self_nonneg (x j)
  rw [residual_complete_square m a u hM.ne' hc hI]
  constructor
  · intro h
    have h1 := mul_nonneg hM.le (hn (t - optTranslation m u))
    have hterm : ∀ i ∈ (Finset.univ : Finset ι), 0 ≤ m i *
        (((w - optRotation m a u) ⨯₃ a i) ⬝ᵥ ((w - optRotation m a u) ⨯₃ a i)) :=
      fun i _ => mul_nonneg (hm i).le (hn _)
    have h2 := Finset.sum_nonneg hterm
    -- both squares vanish
    have e1 : totalMass m * ((t - optTranslation m u) ⬝ᵥ (t - optTranslation m u)) = 0 := by
      linarith
    have e2 := (Finset.sum_eq_zero_iff_of_nonneg hterm).1 (by linarith)
    have hz : ∀ i, (w - optRotation m a u) ⨯₃ a i = 0 := fun i =>
      dotProduct_self_eq_zero.1
        ((mul_eq_zero.1 (e2 i (Finset.mem_univ i))).resolve_left (hm i).ne')
    -- hence `I (w - w*) = 0`, and `I` is invertible
    have hk : inertia m a *ᵥ (w - optRotation m a u) = 0 := by
      apply dotProduct_self_eq_zero.1
      rw [rotation_overlap]
      exact Finset.sum_eq_zero fun i _ => by rw [hz i, dotProduct_zero, mul_zero]
    have hd : (inertia m a)⁻¹ *ᵥ inertia m a *ᵥ (w - optRotation m a u)
        = w - optRotation m a u := by
      rw [Matrix.mulVec_mulVec, Matrix.nonsing_inv_mul _ hI, Matrix.one_mulVec]
    rw [hk, Matrix.mulVec_zero] at hd
    exact ⟨sub_eq_zero.1 (dotProduct_self_eq_zero.1 ((mul_eq_zero.1 e1).resolve_left hM.ne')),
      sub_eq_zero.1 hd.symm⟩
  · rintro ⟨rfl, rfl⟩
    rw [← rotation_overlap]
    simp

/-- Six unit masses at `±e₁, ±e₂, ±e₃` have their centre of mass at the origin and an
invertible inertia tensor. -/
theorem octahedron_witness :
    let m : Fin 6 → ℝ := fun _ => 1
    let a : Fin 6 → Fin 3 → ℝ :=
      ![![1, 0, 0], ![-1, 0, 0], ![0, 1, 0], ![0, -1, 0], ![0, 0, 1], ![0, 0, -1]]
    (∀ i, 0 < m i) ∧ ∑ i, m i • a i = 0 ∧ IsUnit (inertia m a).det := by
  intro m a
  refine ⟨fun _ => one_pos, ?_, ?_⟩
  · ext j
    fin_cases j <;> simp [m, a, Fin.sum_univ_succ]
  · have h : inertia m a = !![4, 0, 0; 0, 4, 0; 0, 0, 4] := by
      ext j k
      fin_cases j <;> fin_cases k <;>
        simp [inertia, m, a, Matrix.sum_apply, Fin.sum_univ_succ, dotProduct,
          Matrix.vecMulVec_apply] <;> norm_num
    rw [h, Matrix.det_fin_three]
    simp

end

end InfinitesimalSuperposition
```

```lean
#print axioms InfinitesimalSuperposition.residual_isLeast
-- 'InfinitesimalSuperposition.residual_isLeast' depends on axioms: [propext, Classical.choice, Quot.sound]
#print axioms InfinitesimalSuperposition.residual_eq_min_iff
-- 'InfinitesimalSuperposition.residual_eq_min_iff' depends on axioms: [propext, Classical.choice, Quot.sound]
```

## The two identities in components

`rotation_overlap` is step 1. The first `rw` unfolds `inertia` and moves the sum over atoms outside the matrix–vector product and the dot product. `Finset.sum_congr` reduces the claim to one atom. Then `simp` writes out both sides in components, with `Fin.sum_univ_three` for the sums over $0,1,2$ and `cross_apply` for the cross product, and `ring` checks the resulting polynomial identity. The vector identity quoted in step 1 is never invoked by name; it is verified in coordinates.

`residual_expand` is step 2 and has the same shape. Every term on the right is turned into a sum over atoms: $w^TIw$ by `rotation_overlap`, the dot products with $P$, $L$ and the cross term by `dotProduct_sum`, and $w\times\sum_i m_ia_i$ by `map_sum`, which applies because Mathlib's cross product is a linear map in each argument. The sums are merged into one, and the single-atom expansion, cyclic triple product included, falls to `simp` and `ring`. Neither identity has any hypothesis on masses or positions.

## The completed square and its consequences

`residual_complete_square` is step 3, and it needs only `hM : totalMass m ≠ 0`, `hc` and `hI`; the signs of the masses play no part yet. Four intermediate equations correspond to the lines of step 3. `hL` states $Iw^*=L$. `hs` states $w^{*T}Iw=w\cdot L$ and obtains the symmetry of $I$ by writing both sides as overlap sums and commuting the dot product in each term. `hq` states $L^TI^{-1}L=w^*\cdot L$. `ht` expands the translational square, with `field_simp` clearing the division by $M$. The closing `rw` turns the last sum back into $(w-w^*)^TI(w-w^*)$, inserts the expansion, removes the cross term by `hc`, `map_zero` and `dotProduct_zero`, and distributes the differences; `ring` matches what remains.

`residual_isLeast` is step 4. Membership is shown by supplying $t^*$ and $w^*$, at which both squares have zero arguments. For the lower bound, `h1` and `h2` give the nonnegativity of the translational and rotational terms, and `linarith` adds them.

`residual_eq_min_iff` is step 5. From the equality, `linarith` makes each added term zero, `Finset.sum_eq_zero_iff_of_nonneg` passes from the sum to its terms in `e2`, and `hz` concludes $\delta\times a_i=0$ through `dotProduct_self_eq_zero`. In `hk` the same lemma reduces $I\delta=0$ to $|I\delta|^2=0$, which `rotation_overlap` rewrites as a sum whose terms each contain the zero factor $\delta\times a_i$. Then `hd` recovers $\delta$ from $I^{-1}I\delta$.

In `octahedron_witness` the centre of mass is checked component by component, the inertia tensor is computed entry by entry to be $4\cdot\mathbb 1$, and `Matrix.det_fin_three` evaluates the determinant.

## The matrix inverse and the determinant hypothesis

The definitions `minResidual` and `optRotation` use `(inertia m a)⁻¹` with no hypothesis in sight. This is possible because Mathlib defines the inverse for every square matrix, as the adjugate scaled by the inverse of the determinant, and the result is the zero matrix when the determinant vanishes; for a linear molecule `minResidual` would then lack its rotational term and would in general not be the minimum. The hypothesis `hI` is what gives the symbol its usual meaning, and it is consumed in exactly two applications of Mathlib lemmas. `Matrix.mul_nonsing_inv _ hI` supplies $I\,I^{-1}=\mathbb 1$ in `hL`, the equation on which the rotational square is completed. `Matrix.nonsing_inv_mul _ hI` supplies $I^{-1}I=\mathbb 1$ in `hd`, which gives uniqueness of $w^*$. In both places `Matrix.mulVec_mulVec` first regroups two successive matrix–vector products into a single product of matrices, so that the cancellation lemma finds its pattern, and `Matrix.one_mulVec` removes the unit matrix. No entry of $I^{-1}$ is ever computed, and no symmetry or positivity of $I^{-1}$ is needed: both properties enter through $I$ itself, in the form of the overlap sum of step 1.
